# Full-rank iterate and residual differences do not guarantee an invertible type-I multisecant Jacobian

The theorem `breakdown` gives a real two-dimensional example with one iterate difference, X = (1, 0)ᵀ, and one residual difference, R = (0, 1)ᵀ. Both columns have full rank, yet for every nonzero mixing parameter b the type-I Jacobian −b⁻¹I + (R + b⁻¹X)(XᵀX)⁻¹Xᵀ is not invertible. The proof sets out to compute XᵀX = 1, RᵀR = 1 and XᵀR = 0. The first two products are to give full rank through `fullRank_of_isUnit`, and `jacobian_isUnit_iff` then reduces invertibility of the Jacobian to that of XᵀR, which is zero.

In Lean, a first try:

```lean
import Mathlib

open Matrix

namespace TypeIAndersonMixing

noncomputable section

variable {n m : Type*} [Fintype n] [DecidableEq n] [Fintype m] [DecidableEq m]

/-- The type-I multisecant Jacobian built from iterate differences `X`, residual
differences `R` and the mixing parameter `b`. -/
def jacobian (b : ℝ) (X R : Matrix n m ℝ) : Matrix n n ℝ :=
  (-b⁻¹) • (1 : Matrix n n ℝ) + (R + b⁻¹ • X) * (Xᵀ * X)⁻¹ * Xᵀ

omit [DecidableEq n] in
/-- If the iterate differences have full column rank, their Gram matrix has
invertible determinant. -/
theorem gram_det_isUnit {X : Matrix n m ℝ} (hX : Function.Injective X.mulVec) :
    IsUnit (Xᵀ * X).det := by
  rw [← Matrix.isUnit_iff_isUnit_det, ← Matrix.mulVec_injective_iff_isUnit]
  intro v w h
  have h' : (Xᵀ * X) *ᵥ v = (Xᵀ * X) *ᵥ w := h
  -- the squared length of `X (v - w)` vanishes
  have h0 : (X *ᵥ (v - w)) ⬝ᵥ (X *ᵥ (v - w)) = 0 := by
    rw [Matrix.dotProduct_mulVec, ← Matrix.mulVec_transpose, Matrix.mulVec_mulVec,
      Matrix.mulVec_sub, h', sub_self, zero_dotProduct]
  have h1 : X *ᵥ (v - w) = 0 := dotProduct_self_eq_zero.mp h0
  rw [Matrix.mulVec_sub, sub_eq_zero] at h1
  exact hX h1

omit [DecidableEq n] in
/-- If `Xᵀ R` is invertible, the iterate differences `X` have full column rank. -/
theorem fullRank_of_isUnit {X R : Matrix n m ℝ} (h : IsUnit (Xᵀ * R)) :
    Function.Injective X.mulVec := by
  have h2 : IsUnit (Rᵀ * X) := by
    have e : Rᵀ * X = (Xᵀ * R)ᵀ := by
      rw [Matrix.transpose_mul, Matrix.transpose_transpose]
    rw [Matrix.isUnit_iff_isUnit_det, e, Matrix.det_transpose]
    exact (Matrix.isUnit_iff_isUnit_det _).mp h
  intro v w hvw
  have hvw' : X *ᵥ v = X *ᵥ w := hvw
  apply Matrix.mulVec_injective_iff_isUnit.mpr h2
  change (Rᵀ * X) *ᵥ v = (Rᵀ * X) *ᵥ w
  rw [← Matrix.mulVec_mulVec, ← Matrix.mulVec_mulVec, hvw']

/-- For `b ≠ 0` and iterate differences of full column rank, an identity that expresses the
determinant of the type-I Jacobian through the small matrices `Xᵀ X` and `Xᵀ R`. -/
theorem jacobian_det {b : ℝ} (hb : b ≠ 0) {X : Matrix n m ℝ} (R : Matrix n m ℝ)
    (hX : Function.Injective X.mulVec) :
    (-b) ^ Fintype.card n * (jacobian b X R).det * (Xᵀ * X).det =
      (-b) ^ Fintype.card m * (Xᵀ * R).det := by
  have h1 : (-b) • jacobian b X R =
      1 - (b • (R + b⁻¹ • X)) * (Xᵀ * X)⁻¹ * Xᵀ := by
    unfold jacobian
    rw [Matrix.smul_mul, Matrix.smul_mul, smul_add, smul_smul, neg_mul_neg,
      mul_inv_cancel₀ hb, one_smul, neg_smul, sub_eq_add_neg]
  have h2 : b • (R + b⁻¹ • X) = X + b • R := by
    rw [smul_add, smul_smul, mul_inv_cancel₀ hb, one_smul, add_comm]
  -- after exchanging the factors only an `m` by `m` determinant is left
  have h3 : (1 - Xᵀ * ((X + b • R) * (Xᵀ * X)⁻¹)) * (Xᵀ * X) = (-b) • (Xᵀ * R) := by
    rw [Matrix.sub_mul, Matrix.one_mul, Matrix.mul_assoc Xᵀ, Matrix.mul_assoc (X + b • R),
      Matrix.nonsing_inv_mul _ (gram_det_isUnit hX), Matrix.mul_one, Matrix.mul_add,
      Matrix.mul_smul]
    module
  rw [← Matrix.det_smul, h1, h2, Matrix.det_one_sub_mul_comm, ← Matrix.det_mul, h3,
    Matrix.det_smul]

/-- For iterate differences of full column rank, the type-I Jacobian is invertible
exactly when `Xᵀ R` is. -/
theorem jacobian_isUnit_iff {b : ℝ} (hb : b ≠ 0) {X : Matrix n m ℝ} (R : Matrix n m ℝ)
    (hX : Function.Injective X.mulVec) :
    IsUnit (jacobian b X R) ↔ IsUnit (Xᵀ * R) := by
  have h := jacobian_det hb R hX
  have hg : (Xᵀ * X).det ≠ 0 := (gram_det_isUnit hX).ne_zero
  have hp : ∀ k : ℕ, (-b) ^ k ≠ 0 := fun k => pow_ne_zero k (neg_ne_zero.mpr hb)
  rw [Matrix.isUnit_iff_isUnit_det, Matrix.isUnit_iff_isUnit_det, isUnit_iff_ne_zero,
    isUnit_iff_ne_zero]
  constructor
  · intro hJ h0
    rw [h0, mul_zero] at h
    exact mul_ne_zero (mul_ne_zero (hp _) hJ) hg h
  · intro hR h0
    rw [h0, mul_zero, zero_mul] at h
    exact mul_ne_zero (hp _) hR h.symm

/-- Breakdown example in two dimensions: the single columns `X = (1, 0)ᵀ` and `R = (0, 1)ᵀ` both
have full column rank, but for `b ≠ 0` their type-I Jacobian is not invertible. -/
theorem breakdown {b : ℝ} (hb : b ≠ 0) :
    Function.Injective (!![1; 0] : Matrix (Fin 2) (Fin 1) ℝ).mulVec ∧
    Function.Injective (!![0; 1] : Matrix (Fin 2) (Fin 1) ℝ).mulVec ∧
    ¬ IsUnit (jacobian b (!![1; 0] : Matrix (Fin 2) (Fin 1) ℝ) !![0; 1]) := by
  have hX : (!![1; 0] : Matrix (Fin 2) (Fin 1) ℝ)ᵀ * !![1; 0] = 1 := by
    ext i j
    fin_cases i; fin_cases j
    simp [Matrix.mul_apply, Fin.sum_univ_succ]
  have hR : (!![0; 1] : Matrix (Fin 2) (Fin 1) ℝ)ᵀ * !![0; 1] = 1 := by
    ext i j
    fin_cases i; fin_cases j
    simp [Matrix.mul_apply, Fin.sum_univ_succ]
  have hXR : (!![1; 0] : Matrix (Fin 2) (Fin 1) ℝ)ᵀ * !![0; 1] = 0 := by
    ext i j
    fin_cases i; fin_cases j
    simp [Matrix.mul_apply, Fin.sum_univ_succ]
  have iX := fullRank_of_isUnit (hX ▸ isUnit_one)
  refine ⟨iX, fullRank_of_isUnit (hR ▸ isUnit_one), ?_⟩
  rw [jacobian_isUnit_iff hb _ iX, hXR]
  exact not_isUnit_zero

end

end TypeIAndersonMixing
```

Lean reports:

```
Main.lean:93:12: error(lean.synthInstanceFailed): failed to synthesize instance of type class
  HMul (Matrix (Fin 1) (Fin 2) ℝ) (Matrix (Fin 2) (Fin 1) ℕ) ?m.178

Hint: Type class instance resolution failures can be inspected with the `set_option trace.Meta.synthInstance true` command.
Main.lean:94:4: error: No applicable extensionality theorem found for type
  ℕ

Note: Extensionality theorems can be registered by marking them with the `[ext]` attribute
Main.lean:97:12: error(lean.synthInstanceFailed): failed to synthesize instance of type class
  HMul (Matrix (Fin 1) (Fin 2) ℝ) (Matrix (Fin 2) (Fin 1) ℕ) ?m.239

Hint: Type class instance resolution failures can be inspected with the `set_option trace.Meta.synthInstance true` command.
Main.lean:98:4: error: No applicable extensionality theorem found for type
  ℕ

Note: Extensionality theorems can be registered by marking them with the `[ext]` attribute
Main.lean:101:13: error(lean.synthInstanceFailed): failed to synthesize instance of type class
  HMul (Matrix (Fin 1) (Fin 2) ℝ) (Matrix (Fin 2) (Fin 1) ℕ) ?m.300

Hint: Type class instance resolution failures can be inspected with the `set_option trace.Meta.synthInstance true` command.
Main.lean:102:4: error: No applicable extensionality theorem found for type
  ℕ

Note: Extensionality theorems can be registered by marking them with the `[ext]` attribute
Main.lean:105:33: error(lean.unknownIdentifier): Unknown identifier `hX`
Main.lean:92:76: error: unsolved goals
case refine_1.refine_1.refine_1
b : ℝ
hb : b ≠ 0
⊢ HMul (Matrix (Fin 1) (Fin 2) ℝ) (Matrix (Fin 2) (Fin 1) ℕ) ℕ
```

This version goes through:

```diff
@@ -91,18 +91,26 @@
     Function.Injective (!![0; 1] : Matrix (Fin 2) (Fin 1) ℝ).mulVec ∧
     ¬ IsUnit (jacobian b (!![1; 0] : Matrix (Fin 2) (Fin 1) ℝ) !![0; 1]) := by
-  have hX : (!![1; 0] : Matrix (Fin 2) (Fin 1) ℝ)ᵀ * !![1; 0] = 1 := by
+  have hX : (!![1; 0] : Matrix (Fin 2) (Fin 1) ℝ)ᵀ *
+      (!![1; 0] : Matrix (Fin 2) (Fin 1) ℝ) = 1 := by
     ext i j
     fin_cases i; fin_cases j
     simp [Matrix.mul_apply, Fin.sum_univ_succ]
-  have hR : (!![0; 1] : Matrix (Fin 2) (Fin 1) ℝ)ᵀ * !![0; 1] = 1 := by
+  have hR : (!![0; 1] : Matrix (Fin 2) (Fin 1) ℝ)ᵀ *
+      (!![0; 1] : Matrix (Fin 2) (Fin 1) ℝ) = 1 := by
     ext i j
     fin_cases i; fin_cases j
     simp [Matrix.mul_apply, Fin.sum_univ_succ]
-  have hXR : (!![1; 0] : Matrix (Fin 2) (Fin 1) ℝ)ᵀ * !![0; 1] = 0 := by
+  have hXR : (!![1; 0] : Matrix (Fin 2) (Fin 1) ℝ)ᵀ *
+      (!![0; 1] : Matrix (Fin 2) (Fin 1) ℝ) = 0 := by
     ext i j
     fin_cases i; fin_cases j
     simp [Matrix.mul_apply, Fin.sum_univ_succ]
-  have iX := fullRank_of_isUnit (hX ▸ isUnit_one)
-  refine ⟨iX, fullRank_of_isUnit (hR ▸ isUnit_one), ?_⟩
+  have iX : Function.Injective (!![1; 0] : Matrix (Fin 2) (Fin 1) ℝ).mulVec :=
+    fullRank_of_isUnit (R := (!![1; 0] : Matrix (Fin 2) (Fin 1) ℝ))
+      (by rw [hX]; exact isUnit_one)
+  have iR : Function.Injective (!![0; 1] : Matrix (Fin 2) (Fin 1) ℝ).mulVec :=
+    fullRank_of_isUnit (R := (!![0; 1] : Matrix (Fin 2) (Fin 1) ℝ))
+      (by rw [hR]; exact isUnit_one)
+  refine ⟨iX, iR, ?_⟩
   rw [jacobian_isUnit_iff hb _ iX, hXR]
   exact not_isUnit_zero
```

Cause. In `hX`, `hR` and `hXR` only the first factor is declared real. Lean read the entries of the bare second factor as natural numbers, and there is no `HMul` instance for a real matrix times a matrix over `ℕ`. The product's type was then taken to be `ℕ` as well, so `ext` found no matrix entries to compare.

The unknown `hX` is a consequence. Each failed `have` left its missing instance as a goal in front of the main one, and the proof carried on there, where `hX` is not in the context. The last message shows such a goal, with only `b` and `hb` available.

Declaring the second factors real makes the products ordinary real matrix products and cures all these errors.

The diff also rewrites the two full-rank steps, stating their types, naming `R` and replacing `▸` with `rw`. This leaves Lean no matrices to infer from `hX ▸ isUnit_one` or `hR ▸ isUnit_one`. The messages do not show whether the old forms would have worked once the products were right. Giving the second result the name `iR` is mere tidying.
